# Summing an inverse-sixth-power pair law over lines, planes and half-spaces

An atom hovers near a long chain molecule, a one-atom-thick sheet or a thick crystal, or two crystals face each other across a gap. If every pair of atoms attracts with energy $-C_6/r^6$, how does the total attraction fall off with the gap $D$?

The bodies are treated here as uniform continua and the pair energies as additive, without retardation or many-body screening. The factor $-C_6$ and the densities (atoms per length, area or volume) multiply the results at the end.

```lean
import Mathlib

open MeasureTheory Filter Set Topology Real

namespace DispersionPowerLaws

noncomputable section
```

What remains of the pair energy is $r^{-6}$.

```lean
/-- The pair law `r⁻⁶` for two points at distance `r > 0`. -/
def pairLaw (r : ℝ) : ℝ := 1 / r ^ 6
```

## The geometries as integrals

A point on the line at position $x$ lies at distance $\sqrt{x^2+D^2}$ from the atom, so the line contributes $\int_{-\infty}^{\infty}(x^2+D^2)^{-3}\,dx$.

```lean
/-- The pair law summed over an infinite line at distance `D > 0` from a point. -/
def pointLine (D : ℝ) : ℝ := ∫ x : ℝ, pairLaw (√(x ^ 2 + D ^ 2))
```

For the plane, the position is a complex number $p$, whose norm $|p|$ is the lateral offset. The integral over `ℂ` is the ordinary area integral.

```lean
/-- The pair law summed over an infinite plane at distance `D > 0` from a point; the position
in the plane is written as a complex number. -/
def pointPlane (D : ℝ) : ℝ := ∫ p : ℂ, pairLaw (√(‖p‖ ^ 2 + D ^ 2))
```

A half-space is a stack of planes at distances $z>D$. It enters as an integral over depth of the plane result, not as a single three-dimensional integral.

```lean
/-- The pair law summed over a half-space whose surface is at distance `D > 0` from a point:
the half-space is a stack of planes at distances `z > D`. -/
def pointHalfSpace (D : ℝ) : ℝ := ∫ z in Ioi D, pointPlane z
```

For two half-spaces the total energy is infinite, but the energy per unit area is not. It is collected from a column of unit cross-section, whose points lie at heights $h>D$ above the other surface.

```lean
/-- The pair law per unit area for two half-spaces separated by `D > 0`: a column of unit
cross-section in one of them has its points at heights `h > D` above the surface of the other. -/
def halfSpacesPerArea (D : ℝ) : ℝ := ∫ h in Ioi D, pointHalfSpace h
```

The sixth power removes the square root: $\big(\sqrt{a^2+D^2}\big)^6=(a^2+D^2)^3$.

```lean
/-- The pair law at lateral offset `a` and height `D`, written with the squared distance. -/
theorem pairLaw_sqrt (a D : ℝ) : pairLaw (√(a ^ 2 + D ^ 2)) = 1 / (a ^ 2 + D ^ 2) ^ 3 := by
  unfold pairLaw
  rw [show 6 = 2 * 3 from rfl, pow_mul, Real.sq_sqrt (by positivity)]
```

## An atom and a line

Suppose $f\ge 0$ is continuous and has an odd antiderivative $F$ with $F(t)\to L$ as $t\to\infty$. Then
$$\int_{-t}^{t} f\,dx = F(t)-F(-t)=2F(t)\to 2L.$$
Since $f\ge0$, convergence of these symmetric integrals makes $f$ integrable over the whole line.

```lean
/-- A continuous non-negative function on the line with an odd antiderivative that tends to `L`
at `+∞` is integrable, and its integral is `2 L`. -/
theorem integral_of_odd_antideriv {f F : ℝ → ℝ} {L : ℝ} (hf : Continuous f)
    (h0 : ∀ x, 0 ≤ f x) (hF : ∀ x, HasDerivAt F (f x) x) (hodd : ∀ x, F (-x) = -F x)
    (hL : Tendsto F atTop (𝓝 L)) : Integrable f ∧ ∫ x, f x = 2 * L := by
  have hbot : Tendsto F atBot (𝓝 (-L)) := by
    refine (hL.comp tendsto_neg_atBot_atTop).neg.congr fun x => ?_
    simp [hodd]
  have hn : ∀ x, ‖f x‖ = f x := fun x => Real.norm_of_nonneg (h0 x)
  -- the integrals over `[-t, t]` converge, and `f` is non-negative
  have hint : Integrable f := by
    refine integrable_of_intervalIntegral_norm_tendsto (a := fun t : ℝ => -t)
      (b := fun t : ℝ => t) (l := atTop) (L - -L) (fun t => hf.integrableOn_Ioc)
      tendsto_neg_atTop_atBot tendsto_id ?_
    refine (hL.sub (hbot.comp tendsto_neg_atTop_atBot)).congr fun t => ?_
    simp only [hn]
    exact (intervalIntegral.integral_eq_sub_of_hasDerivAt (fun x _ => hF x)
      (hf.intervalIntegrable _ _)).symm
  refine ⟨hint, ?_⟩
  rw [integral_of_hasDerivAt_of_tendsto hF hint hbot hL]
  ring
```

With $u=x^2+D^2$, the chain rule gives $(u^2)'=2u\cdot 2x$, which the line and the plane both need.

```lean
/-- The derivative of the squared squared-distance `(x² + D²)²` along a line. -/
theorem hasDerivAt_quartic (D x : ℝ) : HasDerivAt (fun x : ℝ => (x ^ 2 + D ^ 2) ^ 2)
    (2 * (x ^ 2 + D ^ 2) * (2 * x)) x :=
  (((hasDerivAt_pow 2 x).add_const (D ^ 2)).fun_pow 2).congr_deriv (by simp)
```

For the line, take
$$F(x)=\frac{x}{4D^2u^2}+\frac{3x}{8D^4u}+\frac{3}{8D^5}\arctan\frac{x}{D}.$$
Using $x^2=u-D^2$, the three derivatives are
$$\frac1{u^3}-\frac{3}{4D^2u^2},\qquad \frac{3}{4D^2u^2}-\frac{3}{8D^4u},\qquad \frac{3}{8D^4u},$$
and they add up to $1/u^3$. For $x\ge1$ both $x/u$ and $x/u^2$ are at most $1/x$, so the rational terms vanish at infinity. The arctangent tends to $\pi/2$, hence $L=3\pi/(16D^5)$ and the integral is $3\pi/(8D^5)$.

The theorem states integrability together with the value. Lean assigns the value $0$ to a divergent integral, so the non-zero value already implies convergence; the first clause makes it explicit.

```lean
/-- A point and an infinite line at distance `D > 0`: the summed pair law converges to
`3π/(8 D⁵)`. -/
theorem point_line {D : ℝ} (hD : 0 < D) :
    Integrable (fun x : ℝ => pairLaw (√(x ^ 2 + D ^ 2))) ∧
      pointLine D = 3 * π / (8 * D ^ 5) := by
  simp only [pointLine, pairLaw_sqrt]
  have key := integral_of_odd_antideriv (f := fun x : ℝ => 1 / (x ^ 2 + D ^ 2) ^ 3)
    (F := fun x : ℝ => x / (x ^ 2 + D ^ 2) ^ 2 * (1 / (4 * D ^ 2))
      + x / (x ^ 2 + D ^ 2) * (3 / (8 * D ^ 4)) + arctan (x / D) * (3 / (8 * D ^ 5)))
    (L := 0 * (1 / (4 * D ^ 2)) + 0 * (3 / (8 * D ^ 4)) + π / 2 * (3 / (8 * D ^ 5)))
    (continuous_const.div (by fun_prop) fun x => by positivity)
    (fun x => by positivity) ?_ ?_ ?_
  · refine ⟨key.1, key.2.trans ?_⟩
    ring
  · intro x
    have hne : x ^ 2 + D ^ 2 ≠ 0 := by positivity
    have hu : HasDerivAt (fun x : ℝ => x ^ 2 + D ^ 2) (2 * x) x :=
      ((hasDerivAt_pow 2 x).add_const (D ^ 2)).congr_deriv (by simp)
    have hat : HasDerivAt (fun x : ℝ => arctan (x / D)) (D / (x ^ 2 + D ^ 2)) x := by
      refine ((hasDerivAt_id' x).div_const D).arctan.congr_deriv ?_
      have h1 : 1 + (x / D) ^ 2 = (x ^ 2 + D ^ 2) / D ^ 2 := by
        rw [div_pow, add_div, div_self (by positivity)]
        ring
      rw [h1]
      field_simp
    refine (((((hasDerivAt_id' x).fun_div (hasDerivAt_quartic D x)
      (pow_ne_zero 2 hne)).mul_const _).fun_add
      (((hasDerivAt_id' x).fun_div hu hne).mul_const _)).fun_add
      (hat.mul_const _)).congr_deriv ?_
    field_simp
    ring
  · intro x
    simp only [neg_sq, neg_div, Real.arctan_neg]
    ring
  · -- the rational terms vanish at infinity, the arctangent tends to `π/2`
    have h0 : ∀ k : ℕ, Tendsto (fun x : ℝ => x / (x ^ 2 + D ^ 2) ^ (k + 1)) atTop (𝓝 0) := by
      intro k
      refine squeeze_zero' ?_ ?_ tendsto_inv_atTop_zero
      · filter_upwards [eventually_ge_atTop 0] with x hx
        positivity
      · filter_upwards [eventually_ge_atTop 1] with x hx
        have hx0 : 0 < x := by linarith
        have h1 : 1 ≤ x ^ 2 + D ^ 2 := by nlinarith [sq_nonneg D]
        have h2 : x * x ≤ x ^ 2 + D ^ 2 := by nlinarith [sq_nonneg D]
        rw [← one_div, div_le_div_iff₀ (by positivity) hx0, one_mul]
        exact h2.trans (le_self_pow₀ h1 (by omega))
    have h2 : Tendsto (fun x : ℝ => x / (x ^ 2 + D ^ 2)) atTop (𝓝 0) := by
      simpa only [zero_add, pow_one] using h0 0
    have h3 : Tendsto (fun x : ℝ => arctan (x / D)) atTop (𝓝 (π / 2)) :=
      (Real.tendsto_arctan_atTop.mono_right nhdsWithin_le_nhds).comp
        (tendsto_id.atTop_div_const hD)
    exact (((h0 1).mul_const _).add (h2.mul_const _)).add (h3.mul_const _)
```

As a numerical instance, place an atom at $D=2$ directly opposite one atom of a chain with spacing $1$. The seven nearest chain atoms give
$$\tfrac1{64}+\tfrac2{125}+\tfrac2{512}+\tfrac2{2197}\approx0.0364,$$
and the remaining atoms of an infinite chain raise the sum to about $0.0368$. The continuous line gives $3\pi/256\approx0.0368$, the same to this accuracy.

## An atom and a plane

Cut the plane into rings of radius $r$ and area $2\pi r\,dr$:
$$2\pi\int_0^\infty\frac{r\,dr}{(r^2+D^2)^3}
=2\pi\left[-\frac{1}{4(r^2+D^2)^2}\right]_0^\infty=\frac{\pi}{2D^4}.$$
In the proof, `integral_fun_norm_addHaar` performs the reduction to rings. Its factor $2\pi$ appears as the dimension $2$ times the area $\pi$ of the unit disc.

```lean
/-- A point and an infinite plane at distance `D > 0`: the summed pair law converges to
`π/(2 D⁴)`. -/
theorem point_plane {D : ℝ} (hD : 0 < D) :
    Integrable (fun p : ℂ => pairLaw (√(‖p‖ ^ 2 + D ^ 2))) ∧
      pointPlane D = π / (2 * D ^ 4) := by
  have hd : ∀ r ∈ Ici (0 : ℝ), HasDerivAt (fun r : ℝ => (-1 / 4) / (r ^ 2 + D ^ 2) ^ 2)
      (r / (r ^ 2 + D ^ 2) ^ 3) r := by
    intro r _
    refine ((hasDerivAt_const r (-1 / 4 : ℝ)).fun_div (hasDerivAt_quartic D r)
      (by positivity)).congr_deriv ?_
    field_simp
    ring
  have hpos : ∀ r ∈ Ioi (0 : ℝ), 0 ≤ r / (r ^ 2 + D ^ 2) ^ 3 := fun r hr =>
    div_nonneg (mem_Ioi.1 hr).le (by positivity)
  have ht : Tendsto (fun r : ℝ => (-1 / 4) / (r ^ 2 + D ^ 2) ^ 2) atTop (𝓝 0) :=
    ((tendsto_pow_atTop two_ne_zero).comp (tendsto_atTop_add_const_right _ (D ^ 2)
      (tendsto_pow_atTop two_ne_zero))).const_div_atTop _
  have hI : IntegrableOn (fun r : ℝ => r / (r ^ 2 + D ^ 2) ^ 3) (Ioi 0) :=
    integrableOn_Ioi_deriv_of_nonneg' hd hpos ht
  have hV : ∫ r in Ioi (0 : ℝ), r / (r ^ 2 + D ^ 2) ^ 3
      = 0 - (-1 / 4) / (0 ^ 2 + D ^ 2) ^ 2 :=
    integral_Ioi_of_hasDerivAt_of_nonneg' hd hpos ht
  -- in polar form the plane is a family of rings of radius `r`
  have hw : (fun r : ℝ => r ^ (Module.finrank ℝ ℂ - 1) • pairLaw (√(r ^ 2 + D ^ 2)))
      = fun r => r / (r ^ 2 + D ^ 2) ^ 3 := by
    funext r
    rw [pairLaw_sqrt, Complex.finrank_real_complex]
    simp [div_eq_mul_inv]
  rw [← hw] at hI hV
  have hball : (volume : Measure ℂ).real (Metric.ball 0 1) = π := by
    simp [Measure.real, Complex.volume_ball]
  have h : ∫ p : ℂ, pairLaw (√(‖p‖ ^ 2 + D ^ 2)) = Module.finrank ℝ ℂ •
      (volume : Measure ℂ).real (Metric.ball 0 1) • ∫ r in Ioi (0 : ℝ),
        r ^ (Module.finrank ℝ ℂ - 1) • pairLaw (√(r ^ 2 + D ^ 2)) :=
    integral_fun_norm_addHaar volume (fun r : ℝ => pairLaw (√(r ^ 2 + D ^ 2)))
  refine ⟨(integrable_fun_norm_addHaar volume
    (f := fun r : ℝ => pairLaw (√(r ^ 2 + D ^ 2)))).2 hI, ?_⟩
  unfold pointPlane
  rw [h, hV, hball, Complex.finrank_real_complex, nsmul_eq_mul, smul_eq_mul]
  push_cast
  ring
```

## From planes to half-spaces

For a natural number $n$ and a constant $c$, integration over depth lowers the inverse power by one:
$$\int_D^\infty\frac{c}{z^{n+2}}\,dz=\frac{c}{(n+1)D^{n+1}}.$$

```lean
/-- A law `c/z^(n+2)` integrated over all depths `z > D > 0` converges to
`c/((n+1) D^(n+1))`. -/
theorem depth_integral (n : ℕ) {c D : ℝ} {f : ℝ → ℝ} (hD : 0 < D)
    (hf : ∀ z, D < z → f z = c / z ^ (n + 2)) :
    IntegrableOn f (Ioi D) ∧ ∫ z in Ioi D, f z = c / (((n : ℝ) + 1) * D ^ (n + 1)) := by
  have he : EqOn (fun z : ℝ => c * z ^ (-((n + 2 : ℕ) : ℝ))) f (Ioi D) := by
    intro z hz
    change c * z ^ (-((n + 2 : ℕ) : ℝ)) = f z
    rw [hf z hz, Real.rpow_neg (hD.trans (mem_Ioi.1 hz)).le, Real.rpow_natCast,
      div_eq_mul_inv]
  have hlt : -((n + 2 : ℕ) : ℝ) < -1 := by
    have := n.cast_nonneg (α := ℝ)
    push_cast
    linarith
  refine ⟨IntegrableOn.congr_fun ((integrableOn_Ioi_rpow_of_lt hlt hD).const_mul c) he
    measurableSet_Ioi, ?_⟩
  rw [← setIntegral_congr_fun measurableSet_Ioi he, integral_const_mul,
    integral_Ioi_rpow_of_lt hlt hD,
    show -((n + 2 : ℕ) : ℝ) + 1 = -((n + 1 : ℕ) : ℝ) by push_cast; ring,
    Real.rpow_neg hD.le, Real.rpow_natCast, neg_div_neg_eq]
  push_cast
  field_simp
```

The plane law has $n=2$ and $c=\pi/2$, which gives $\pi/(6D^3)$ for an atom and a half-space.

```lean
/-- A point and a half-space at distance `D > 0`: the sum over planes converges to
`π/(6 D³)`. -/
theorem point_halfSpace {D : ℝ} (hD : 0 < D) :
    IntegrableOn pointPlane (Ioi D) ∧ pointHalfSpace D = π / (6 * D ^ 3) := by
  have h := depth_integral 2 (c := π / 2) (f := pointPlane) hD fun z hz => by
    rw [(point_plane (hD.trans hz)).2]
    ring
  refine ⟨h.1, h.2.trans ?_⟩
  push_cast
  ring
```

This is the attractive part of the 9-3 wall potential in simulation codes, where a smooth wall of number density $\rho$ replaces explicit Lennard-Jones atoms. Multiplying by $-4\varepsilon\sigma^6\rho$, with $\varepsilon$ and $\sigma$ the Lennard-Jones energy and length, gives $-\tfrac{2\pi}{3}\varepsilon\rho\,\sigma^6/D^3$.

A second integration, now over the column, has $n=1$ and $c=\pi/6$ and gives $\pi/(12D^2)$ per unit area.

```lean
/-- Two half-spaces separated by `D > 0`: the summed pair law per unit area converges to
`π/(12 D²)`. -/
theorem halfSpaces_per_area {D : ℝ} (hD : 0 < D) :
    IntegrableOn pointHalfSpace (Ioi D) ∧ halfSpacesPerArea D = π / (12 * D ^ 2) := by
  have h := depth_integral 1 (c := π / 6) (f := pointHalfSpace) hD fun z hz => by
    rw [(point_halfSpace (hD.trans hz)).2]
    ring
  refine ⟨h.1, h.2.trans ?_⟩
  push_cast
  ring

end

end DispersionPowerLaws
```

Restoring the constants, two half-spaces of number densities $\rho_1$ and $\rho_2$ attract with energy $-\pi C_6\rho_1\rho_2/(12D^2)$ per unit area. A pairwise dispersion correction with a $-C_6/r^6$ tail, added to an electronic-structure calculation and summed without a distance cutoff, approaches this law for thick slabs, provided the gap is large compared with the atomic spacing and the range of any short-distance damping, and small compared with the slab thickness.

```lean
#print axioms DispersionPowerLaws.point_line
-- 'DispersionPowerLaws.point_line' depends on axioms: [propext, Classical.choice, Quot.sound]
#print axioms DispersionPowerLaws.halfSpaces_per_area
-- 'DispersionPowerLaws.halfSpaces_per_area' depends on axioms: [propext, Classical.choice, Quot.sound]
```
